# Under Lipschitz conditions, the error of a projected coupled-cluster energy is second order in the amplitude and multiplier errors together

Take a single amplitude $x$, with energy $E(x)=\tfrac M2x^2+cLx$ and amplitude equation $f(x)=Lx=0$, where $M$, $L$ and $c$ are nonnegative numbers. The amplitude $0$ solves this equation and is taken as the exact one. An approximate amplitude $s\ge 0$ gives the energy error
$$E(s)-E(0)=\tfrac M2 s^2+cLs .$$
For fixed $c$ the second term is of first order in $s$. Now add the residual $f$ to the energy with the multiplier $z=-c$:
$$E(x)+z\,f(x)=\tfrac M2x^2 .$$
The sum is flat at the exact amplitude, so the linear part of the error came entirely from the multiplier times the residual. Its size is $L\cdot s\cdot|z|$, a product of two quantities. If the multiplier is as small as $s$, the whole error is of second order.

With many amplitudes there is one more effect. The approximate equations make the residual orthogonal to a subspace $V$, and then only the part of $z$ that $V$ fails to capture can contribute.

## Amplitudes, energy and Lagrangian

```lean
import Mathlib

open Set

namespace CoupledClusterEnergyError

noncomputable section

variable {X : Type*} [NormedAddCommGroup X] [InnerProductSpace ℝ X]
```

The amplitudes are vectors in `X`, a real inner-product space of any dimension. This fixes real amplitudes, a norm $\|x\|$ to measure their errors, and an inner product $\langle x,y\rangle$.

```lean
/-- The coupled-cluster Lagrangian: the energy `E` plus the residual `f` of the amplitude
equations paired with the multiplier `z`. -/
def lagrangian (E : X → ℝ) (f : X → X) (z x : X) : ℝ :=
  E x + inner ℝ z (f x)
```

The energy `E` assigns a real number to each amplitude vector, and the residual `f` assigns a vector in the same space. In coupled-cluster theory $f(x)$ collects the projections of the similarity-transformed Schrödinger equation on the excited determinants. Here `E` and `f` are arbitrary functions: no Hamiltonian or cluster operator is constructed. The definition reads
$$G_z(x)=E(x)+\langle z,f(x)\rangle ,$$
where $z$ is the vector of multipliers, the lambda amplitudes.

## The multiplier equations

```lean
/-- If energy and residual are differentiable at `t`, the derivative of the Lagrangian is the
energy derivative plus the multiplier paired with the Jacobian of the residual. -/
theorem lagrangian_hasFDerivAt {E : X → ℝ} {f : X → X} {t : X} {E' : X →L[ℝ] ℝ}
    {f' : X →L[ℝ] X} (z : X) (hE : HasFDerivAt E E' t) (hf : HasFDerivAt f f' t) :
    HasFDerivAt (lagrangian E f z) (E' + (innerSL ℝ z).comp f') t := by
  have e : lagrangian E f z = fun x => E x + innerSL ℝ z (f x) := by
    funext x
    simp [lagrangian]
  rw [e]
  exact hE.add ((innerSL ℝ z).hasFDerivAt.comp t hf)
```

`HasFDerivAt E E' t` says that `E` is differentiable at $t$ with derivative `E'`, a continuous linear map that takes a displacement $h$ to the first-order change of the energy. Likewise `f'` is the Jacobian of the residual. The theorem is the sum rule and the chain rule:
$$DG_z(t)[h]=E'h+\langle z,f'h\rangle .$$
In the code, `innerSL ℝ z` is the linear map $v\mapsto\langle z,v\rangle$.

```lean
/-- For energy and residual differentiable at `t`, the Lagrangian is stationary there exactly
when `z` solves the linear multiplier (lambda) equations. -/
theorem stationary_iff_lambda_equations {E : X → ℝ} {f : X → X} {t : X} {E' : X →L[ℝ] ℝ}
    {f' : X →L[ℝ] X} (z : X) (hE : HasFDerivAt E E' t) (hf : HasFDerivAt f f' t) :
    fderiv ℝ (lagrangian E f z) t = 0 ↔ ∀ h, E' h + inner ℝ z (f' h) = 0 := by
  rw [(lagrangian_hasFDerivAt z hE hf).fderiv]
  constructor
  · intro h0 h
    have h1 := congrArg (fun T : X →L[ℝ] ℝ => T h) h0
    simpa using h1
  · intro h0
    ext h
    simpa using h0 h
```

`fderiv ℝ (lagrangian E f z) t = 0` says that the Lagrangian is stationary at $t$. By the previous formula this holds exactly when $E'h+\langle z,f'h\rangle=0$ for every $h$. In components these are the lambda equations,
$$\frac{\partial E}{\partial x_\mu}+\sum_\nu z_\nu\frac{\partial f_\nu}{\partial x_\mu}=0\quad\text{at }x=t .$$
The proof applies the vanishing linear map to $h$ in one direction, and checks it on every $h$ in the other.

```lean
/-- In a complete amplitude space, if the energy is differentiable at `t` and the residual has
an invertible Jacobian there, exactly one multiplier makes the Lagrangian stationary at `t`. -/
theorem existsUnique_multiplier [CompleteSpace X] {E : X → ℝ} {f : X → X} {t : X}
    {E' : X →L[ℝ] ℝ} (A : X ≃L[ℝ] X) (hE : HasFDerivAt E E' t)
    (hf : HasFDerivAt f (A : X →L[ℝ] X) t) :
    ∃! z, fderiv ℝ (lagrangian E f z) t = 0 := by
  -- the Riesz vector of `-E' ∘ A⁻¹` solves the lambda equations
  refine ⟨(InnerProductSpace.toDual ℝ X).symm (-(E'.comp (A.symm : X →L[ℝ] X))), ?_, ?_⟩
  · refine (stationary_iff_lambda_equations _ hE hf).2 fun h => ?_
    rw [InnerProductSpace.toDual_symm_apply]
    simp
  · intro y hy
    have hy' := (stationary_iff_lambda_equations y hE hf).1 hy
    refine ext_inner_right ℝ fun v => ?_
    have h1 := hy' (A.symm v)
    rw [InnerProductSpace.toDual_symm_apply]
    simp at h1 ⊢
    linarith
```

The hypothesis `A : X ≃L[ℝ] X` makes the Jacobian at $t$ invertible with a continuous inverse. Physically, the solution is isolated to first order and responds uniquely to a small perturbation; for coupled-cluster equations this fails when an excitation energy obtained from the Jacobian is zero.

By hand, put $h=A^{-1}v$ in the lambda equations. They become
$$\langle z,v\rangle=-E'(A^{-1}v)\quad\text{for all }v .$$
The right side is a continuous linear functional of $v$. In a complete space the Riesz theorem represents it by exactly one vector $z$. The Lean proof supplies that vector through `InnerProductSpace.toDual`, then shows that any other solution $y$ has the same inner product with every $v$.

## Flatness gives a quadratic error

```lean
/-- Near a stationary point `t`, a differentiable function whose derivative is `M`-Lipschitz on
a convex region containing `s` and `t` changes by at most `M/2` times the squared distance. -/
theorem stationary_quadratic_bound {G : X → ℝ} {K : Set X} {s t : X} {M : ℝ}
    (hK : Convex ℝ K) (hs : s ∈ K) (ht : t ∈ K) (hG : Differentiable ℝ G)
    (h0 : fderiv ℝ G t = 0)
    (hM : ∀ x ∈ K, ∀ y ∈ K, ‖fderiv ℝ G x - fderiv ℝ G y‖ ≤ M * ‖x - y‖) :
    |G s - G t| ≤ M / 2 * ‖s - t‖ ^ 2 := by
  -- follow `G` along the segment from `t` to `s`
  have hpath : ∀ τ : ℝ, HasDerivAt (fun τ : ℝ => t + τ • (s - t)) (s - t) τ := by
    intro τ
    have h := ((hasDerivAt_id' τ).smul_const (s - t)).const_add t
    rw [one_smul] at h
    exact h
  have hφ : ∀ τ : ℝ, HasDerivAt (fun τ : ℝ => G (t + τ • (s - t)) - G t)
      (fderiv ℝ G (t + τ • (s - t)) (s - t)) τ := fun τ =>
    ((hG (t + τ • (s - t))).hasFDerivAt.comp_hasDerivAt τ (hpath τ)).sub_const (G t)
  have hB : ∀ τ : ℝ, HasDerivAt (fun τ : ℝ => M / 2 * ‖s - t‖ ^ 2 * (τ * τ))
      (M * ‖s - t‖ ^ 2 * τ) τ := by
    intro τ
    refine (((hasDerivAt_id' τ).fun_mul (hasDerivAt_id' τ)).const_mul
      (M / 2 * ‖s - t‖ ^ 2)).congr_deriv ?_
    ring
  -- the slope grows at most linearly from zero
  have hbound : ∀ τ ∈ Ico (0 : ℝ) 1,
      ‖fderiv ℝ G (t + τ • (s - t)) (s - t)‖ ≤ M * ‖s - t‖ ^ 2 * τ := by
    intro τ hτ
    have hmem : t + τ • (s - t) ∈ K := hK.add_smul_sub_mem ht hs ⟨hτ.1, hτ.2.le⟩
    have h1 := hM _ hmem t ht
    rw [h0, sub_zero, add_sub_cancel_left, norm_smul, Real.norm_of_nonneg hτ.1] at h1
    calc ‖fderiv ℝ G (t + τ • (s - t)) (s - t)‖
        ≤ ‖fderiv ℝ G (t + τ • (s - t))‖ * ‖s - t‖ := ContinuousLinearMap.le_opNorm _ _
      _ ≤ M * (τ * ‖s - t‖) * ‖s - t‖ := mul_le_mul_of_nonneg_right h1 (norm_nonneg _)
      _ = M * ‖s - t‖ ^ 2 * τ := by ring
  have key := image_norm_le_of_norm_deriv_right_le_deriv_boundary
    (fun τ _ => (hφ τ).continuousAt.continuousWithinAt)
    (fun τ _ => (hφ τ).hasDerivWithinAt) (by simp) hB hbound
    (right_mem_Icc.2 zero_le_one)
  simp only [one_smul, add_sub_cancel, mul_one, Real.norm_eq_abs] at key
  exact key
```

Let $G$ be differentiable and stationary at $t$, and let its derivative be $M$-Lipschitz on a convex set $K$ containing $s$ and $t$. Follow $G$ along the straight segment between them:
$$\varphi(\tau)=G(t+\tau(s-t))-G(t),\qquad 0\le\tau\le1 .$$
Since $DG(t)=0$, the Lipschitz condition gives $\|DG(t+\tau(s-t))\|\le M\tau\|s-t\|$. Hence
$$|\varphi'(\tau)|\le M\tau\|s-t\|^2 ,$$
and integration from $0$ to $1$ yields
$$|G(s)-G(t)|\le\tfrac M2\|s-t\|^2 .$$
Convexity keeps the segment inside $K$.

In the code, `hφ` is the derivative of $\varphi$ and `hbound` is the estimate of its slope. In place of an integral, the proof compares $\varphi$ with the parabola $\tfrac M2\|s-t\|^2\tau^2$, whose derivative is computed in `hB`. Both start at zero and $|\varphi'|$ never exceeds the slope of the parabola, so $|\varphi|$ stays below it up to $\tau=1$.

## What the projected equations remove

```lean
/-- If `t` solves the amplitude equations and the residual at `s` is orthogonal to `V`, the
energy error is the Lagrangian difference minus the residual paired with `z - w`, for `w` in `V`. -/
theorem energy_error_identity {E : X → ℝ} {f : X → X} {s t z w : X} {V : Submodule ℝ X}
    (hft : f t = 0) (hV : ∀ v ∈ V, inner ℝ v (f s) = 0) (hw : w ∈ V) :
    E s - E t = (lagrangian E f z s - lagrangian E f z t) - inner ℝ (z - w) (f s) := by
  simp only [lagrangian, hft, inner_zero_right, inner_sub_left, hV w hw]
  ring
```

The exact amplitudes satisfy $f(t)=0$. The approximate amplitudes $s$ satisfy only the projected equations: $\langle v,f(s)\rangle=0$ for every $v$ in the subspace $V$. In a truncated calculation, $V$ is spanned by the retained excitations, for example singles and doubles. The theorem does not require $s$ itself to lie in $V$.

From the definition of $G_z$, $E(t)=G_z(t)$ and $E(s)=G_z(s)-\langle z,f(s)\rangle$. For any $w$ in $V$ the number $\langle w,f(s)\rangle$ is zero and may be added:
$$E(s)-E(t)=\bigl(G_z(s)-G_z(t)\bigr)-\langle z-w,f(s)\rangle .$$
This identity is exact and needs no differentiability. The Lean proof substitutes the two conditions and finishes with algebra.

## The energy bound

```lean
/-- Let `t` solve the amplitude equations and `s` the equations projected on `V`, with `E`, `f`
differentiable and the Lagrangian stationary at `t`. If on a convex region containing `s` and `t`
the residual is `L`-Lipschitz and the Lagrangian derivative `M`-Lipschitz, the energy error is at
most `M / 2 * ‖s - t‖ ^ 2 + L * ‖s - t‖ * ‖z - w‖` for every `w` in `V`. -/
theorem energy_error_bound {E : X → ℝ} {f : X → X} {K : Set X} {s t z w : X}
    {V : Submodule ℝ X} {L M : ℝ} (hK : Convex ℝ K) (hs : s ∈ K) (ht : t ∈ K)
    (hE : Differentiable ℝ E) (hf : Differentiable ℝ f)
    (hL : ∀ x ∈ K, ∀ y ∈ K, ‖f x - f y‖ ≤ L * ‖x - y‖) (hft : f t = 0)
    (h0 : fderiv ℝ (lagrangian E f z) t = 0)
    (hM : ∀ x ∈ K, ∀ y ∈ K,
      ‖fderiv ℝ (lagrangian E f z) x - fderiv ℝ (lagrangian E f z) y‖ ≤ M * ‖x - y‖)
    (hV : ∀ v ∈ V, inner ℝ v (f s) = 0) (hw : w ∈ V) :
    |E s - E t| ≤ M / 2 * ‖s - t‖ ^ 2 + L * ‖s - t‖ * ‖z - w‖ := by
  have hG : Differentiable ℝ (lagrangian E f z) := fun x =>
    (lagrangian_hasFDerivAt z (hE x).hasFDerivAt (hf x).hasFDerivAt).differentiableAt
  have h1 := stationary_quadratic_bound hK hs ht hG h0 hM
  have h2 : |inner ℝ (z - w) (f s)| ≤ L * ‖s - t‖ * ‖z - w‖ := by
    have h3 := hL s hs t ht
    rw [hft, sub_zero] at h3
    calc |inner ℝ (z - w) (f s)| ≤ ‖z - w‖ * ‖f s‖ := abs_real_inner_le_norm _ _
      _ ≤ ‖z - w‖ * (L * ‖s - t‖) := mul_le_mul_of_nonneg_left h3 (norm_nonneg _)
      _ = L * ‖s - t‖ * ‖z - w‖ := by ring
  rw [energy_error_identity (z := z) hft hV hw]
  rw [abs_le] at h1 h2 ⊢
  constructor <;> linarith [h1.1, h1.2, h2.1, h2.2]
```

In words: let `E` and `f` be differentiable, let $f(t)=0$, let $G_z$ be stationary at $t$, and let $f(s)$ be orthogonal to $V$. On a convex set $K$ containing $s$ and $t$, let $f$ be $L$-Lipschitz and the derivative of $G_z$ be $M$-Lipschitz. Then for every $w$ in $V$
$$|E(s)-E(t)|\le\tfrac M2\|s-t\|^2+L\,\|s-t\|\,\|z-w\| .$$

The constant $L$ limits how strongly the residual responds to a change of amplitudes, and $M$ limits the curvature of the Lagrangian; $M$ may therefore depend on $z$. In a finite basis the coupled-cluster energy and residual are polynomials in the amplitudes, so suitable constants exist on any bounded $K$; this fact about the equations is background, and the theorem simply takes $L$ and $M$ as given.

The derivation takes the two parts of the identity in turn. The difference of Lagrangians is at most $\tfrac M2\|s-t\|^2$ (`h1`). For the other part, $f(t)=0$ gives $\|f(s)\|=\|f(s)-f(t)\|\le L\|s-t\|$, and the Cauchy–Schwarz inequality gives
$$|\langle z-w,f(s)\rangle|\le\|z-w\|\,\|f(s)\|\le L\,\|s-t\|\,\|z-w\| ,$$
which is `h2`. The last lines add the two estimates.

The vector $w$ is free within $V$, so it need not be a computed set of lambda amplitudes; the best choice is the vector of $V$ closest to $z$, which always exists when $V$ is finite-dimensional. If $\|s-t\|$ and $\|z-w\|$ are both at most of order $\varepsilon$, with $L$ and $M$ fixed, the bound is of order $\varepsilon^2$. For truncated coupled-cluster calculations that meet these hypotheses, the energy can thus converge faster than the amplitudes, provided that the retained excitations also describe the multiplier well.

The existence of $s$ and $t$ is assumed, as is that of a multiplier $z$ that makes $G_z$ stationary at $t$; in a complete space, the invertible Jacobian above guarantees that such a $z$ exists. Because the bound contains the exact $t$ and $z$, it describes how the error scales and is not directly an error estimate computed from $s$ alone.

## One amplitude attains the bound

```lean
/-- The energy of a one-amplitude model, with a quadratic and a linear term. -/
def modelEnergy (M L c x : ℝ) : ℝ := M / 2 * x ^ 2 + c * L * x
```

This is the energy of the opening example, $E(x)=\tfrac M2x^2+cLx$.

```lean
/-- For nonnegative `M`, `L`, `c`, `s`, the residual `L x` and the derivative of the model's
Lagrangian with multiplier `-c` satisfy their Lipschitz conditions with equality, with constants `L`
and `M`; the Lagrangian is stationary at `0`; and the energies at `s` and `0` differ by
`M / 2 * s ^ 2 + L * s * c`, written with norms. -/
theorem energy_error_bound_sharp {M L c s : ℝ} (hM : 0 ≤ M) (hL : 0 ≤ L) (hc : 0 ≤ c)
    (hs : 0 ≤ s) :
    (∀ x y : ℝ, ‖L * x - L * y‖ = L * ‖x - y‖) ∧
    fderiv ℝ (lagrangian (modelEnergy M L c) (fun x => L * x) (-c)) 0 = 0 ∧
    (∀ x y : ℝ, ‖fderiv ℝ (lagrangian (modelEnergy M L c) (fun x => L * x) (-c)) x
      - fderiv ℝ (lagrangian (modelEnergy M L c) (fun x => L * x) (-c)) y‖ = M * ‖x - y‖) ∧
    |modelEnergy M L c s - modelEnergy M L c 0|
      = M / 2 * ‖s - 0‖ ^ 2 + L * ‖s - 0‖ * ‖-c - 0‖ := by
  have hin : ∀ a b : ℝ, inner ℝ a b = a * b := by
    intro a b
    simp [mul_comm]
  -- the linear terms cancel in the Lagrangian
  have hfun : lagrangian (modelEnergy M L c) (fun x => L * x) (-c)
      = fun x : ℝ => M / 2 * (x * x) := by
    funext x
    simp only [lagrangian, modelEnergy, hin]
    ring
  have hd : ∀ x : ℝ, fderiv ℝ (fun x : ℝ => M / 2 * (x * x)) x
      = (M * x) • ContinuousLinearMap.id ℝ ℝ := by
    intro x
    have h : HasDerivAt (fun x : ℝ => M / 2 * (x * x)) (M * x) x := by
      refine (((hasDerivAt_id' x).fun_mul (hasDerivAt_id' x)).const_mul (M / 2)).congr_deriv ?_
      ring
    have h1 : fderiv ℝ (fun x : ℝ => M / 2 * (x * x)) x 1 = M * x := h.deriv
    apply ContinuousLinearMap.ext_ring
    rw [h1]
    simp
  rw [hfun]
  refine ⟨fun x y => ?_, ?_, fun x y => ?_, ?_⟩
  · rw [← mul_sub, norm_mul, Real.norm_of_nonneg hL]
  · rw [hd, mul_zero, zero_smul]
  · rw [hd, hd, ← sub_smul, ← mul_sub, norm_smul, norm_mul, Real.norm_of_nonneg hM,
      ContinuousLinearMap.norm_id, mul_one]
  · have e : modelEnergy M L c s - modelEnergy M L c 0 = M / 2 * s ^ 2 + c * L * s := by
      unfold modelEnergy
      ring
    rw [e, abs_of_nonneg (by positivity), sub_zero, sub_zero, norm_neg,
      Real.norm_of_nonneg hs, Real.norm_of_nonneg hc]
    ring

end

end CoupledClusterEnergyError
```

The amplitude space is now the real line, where the inner product is multiplication. The residual is $Lx$, the exact amplitude is $0$, the multiplier is $-c$, and $V=\{0\}$, which leaves $w=0$ and puts no condition on $s$. For all nonnegative $M$, $L$, $c$ and $s$, the theorem states four things:

- The residual satisfies its Lipschitz condition with equality, with constant $L$.
- The Lagrangian is stationary at $0$.
- The derivative of the Lagrangian satisfies its Lipschitz condition with equality, with constant $M$.
- The energy error equals $\tfrac M2s^2+Lsc$, the right side of the bound.

With all parameters positive, both terms are present, so neither the factor $\tfrac12$ in the first nor the factor $1$ in the second can be lowered in general.

The proof repeats the opening calculation. The step `hfun` cancels the linear terms and leaves $\tfrac M2x^2$, and `hd` computes its derivative, multiplication by $Mx$. The two statements about the Lagrangian follow from these, and the last one from evaluating the energy at $s$ and at $0$.

```lean
#print axioms CoupledClusterEnergyError.existsUnique_multiplier
#print axioms CoupledClusterEnergyError.energy_error_bound
#print axioms CoupledClusterEnergyError.energy_error_bound_sharp
```

```
'CoupledClusterEnergyError.existsUnique_multiplier' depends on axioms: [propext, Classical.choice, Quot.sound]
'CoupledClusterEnergyError.energy_error_bound' depends on axioms: [propext, Classical.choice, Quot.sound]
'CoupledClusterEnergyError.energy_error_bound_sharp' depends on axioms: [propext, Classical.choice, Quot.sound]
```
